# Successive Gaussian broadenings add their widths in quadrature

A density of states computed from a finite set of levels is a row of spikes. One common way to make it readable is to draw each level as a Gaussian of some width b. If the curve is then compared with a spectrum measured at finite resolution, it may be broadened again, by a Gaussian of width a. What is the width of the final lines? It is √(a² + b²), and the levels and their weights stay as they were.

```lean
import Mathlib

open MeasureTheory

namespace GaussianBroadening

noncomputable section
```

The first line loads Mathlib, the mathematical library of Lean. `MeasureTheory` supplies the integral, and `GaussianBroadening` is a prefix for the names that follow.

```lean
/-- The Gaussian line shape of width `s`, `exp (-x² / s²) / (s √π)`. -/
def lineShape (s x : ℝ) : ℝ :=
  Real.exp (-x ^ 2 / s ^ 2) / (s * √Real.pi)
```

A `def` introduces an object. Here it is the line shape

G_s(x) = exp(−x²/s²) / (s√π),

where x is an energy measured from the line centre and s is the width, both real numbers in the same unit. In this convention the standard deviation is s/√2 and the full width at half maximum is 2s√(ln 2). Both are proportional to s, so they add in quadrature too.

```lean
/-- Gaussian broadening of a spectrum `f`: its convolution with the line shape of width `s`. -/
def broaden (s : ℝ) (f : ℝ → ℝ) (x : ℝ) : ℝ :=
  ∫ y, lineShape s (x - y) * f y
```

Broadening takes a spectrum f and returns a new function of x, the convolution

∫ G_s(x − y) f(y) dy,

with y running over the whole real line.

```lean
/-- The smeared density of states of levels `e i` with weights `w i`, at Gaussian width `s`. -/
def smearedDOS {ι : Type*} [Fintype ι] (w e : ι → ℝ) (s x : ℝ) : ℝ :=
  ∑ i, w i * lineShape s (x - e i)
```

The levels e_i and weights w_i are labelled by a finite index set `ι`. An index may stand for a pair of band and k-point, with the k-point weight included in w_i. The smeared density of states is

D_s(x) = Σ_i w_i G_s(x − e_i).

The weights may be any real numbers. The levels are given and fixed: nothing here describes how they would respond to a change of smearing in a self-consistent calculation.

```lean
/-- The spectrum `f` after `n` successive broadenings of widths `s 0, …, s (n - 1)`. -/
def successive (s : ℕ → ℝ) (f : ℝ → ℝ) : ℕ → ℝ → ℝ
  | 0 => f
  | n + 1 => broaden (s n) (successive s f n)
```

This definition is recursive. After zero broadenings the spectrum is f itself; broadening number n + 1 applies width s_n to the result of the first n. The widths used in n broadenings are therefore s_0, …, s_{n−1}.

```lean
/-- The Gaussian line shape is positive everywhere. -/
theorem lineShape_pos {s : ℝ} (hs : 0 < s) (x : ℝ) : 0 < lineShape s x := by
  unfold lineShape
  positivity
```

A `theorem` states a claim, and its proof follows `:=`. The hypothesis `hs` says that s > 0. Then G_s(x) > 0 for every x, because an exponential is divided by a positive number. The tactic `positivity` finds this by itself.

```lean
/-- The Gaussian line shape has unit area. -/
theorem integral_lineShape {s : ℝ} (hs : 0 < s) : ∫ x, lineShape s x = 1 := by
  have h : ∀ x, lineShape s x = Real.exp (-(1 / s ^ 2) * x ^ 2) / (s * √Real.pi) := by
    intro x
    have hx : -x ^ 2 / s ^ 2 = -(1 / s ^ 2) * x ^ 2 := by ring
    unfold lineShape
    rw [hx]
  have hw : Real.pi / (1 / s ^ 2) = s ^ 2 * Real.pi := by field_simp
  have hne : s * √Real.pi ≠ 0 := by positivity
  simp_rw [h]
  rw [integral_div, integral_gaussian, hw, Real.sqrt_mul (sq_nonneg s),
    Real.sqrt_sq hs.le, div_self hne]
```

The line has unit area, so broadening moves spectral weight without creating any. By hand, one squares the integral of exp(−kx²), with k > 0, and uses polar coordinates:

(∫ exp(−kx²) dx)² = 2π ∫₀^∞ exp(−kr²) r dr = π/k.

With k = 1/s² the integral is √(πs²) = s√π, which cancels the prefactor. The proof rewrites the exponent in the form −kx², takes the value √(π/k) from Mathlib's `integral_gaussian`, and simplifies the root using s > 0.

```lean
/-- The product of two Gaussian line shapes is a Gaussian in `x` of width `c`, where
`c² = a² + b²`, times a displaced Gaussian in `y` of width `a b / c`. -/
theorem lineShape_mul {a b c : ℝ} (ha : 0 < a) (hb : 0 < b) (hc : 0 < c)
    (hsq : c ^ 2 = a ^ 2 + b ^ 2) (x y : ℝ) :
    lineShape a (x - y) * lineShape b y =
      lineShape c x * lineShape (a * b / c) (y - b ^ 2 * x / c ^ 2) := by
  -- completing the square in the exponent
  have h1 : -(x - y) ^ 2 / a ^ 2 + -y ^ 2 / b ^ 2 =
      -x ^ 2 / c ^ 2 + -(y - b ^ 2 * x / c ^ 2) ^ 2 / (a * b / c) ^ 2 := by
    have hne : a ^ 2 + b ^ 2 ≠ 0 := by positivity
    rw [div_pow (a * b) c, mul_pow a b, hsq]
    field_simp
    ring
  -- the normalisation factors agree
  have h2 : a * √Real.pi * (b * √Real.pi) =
      c * √Real.pi * (a * b / c * √Real.pi) := by
    field_simp
  unfold lineShape
  rw [div_mul_div_comm, div_mul_div_comm, ← Real.exp_add, ← Real.exp_add, h1, h2]
```

This identity carries the whole result. Let a, b and c be positive, with c² = a² + b². Collect the powers of y in the exponent, leaving out the overall minus sign:

(x − y)²/a² + y²/b² = (c²/(a²b²)) y² − 2xy/a² + x²/a².

Completing the square in y gives

(c²/(a²b²)) (y − b²x/c²)² + x²/a² − b²x²/(a²c²).

The last two terms combine to x²(c² − b²)/(a²c²) = x²/c². The prefactors agree as well, since ab = c · (ab/c). Hence

G_a(x − y) G_b(y) = G_c(x) G_{ab/c}(y − b²x/c²).

In the proof, `h1` is the identity for the exponents and `h2` the one for the prefactors. For `h1`, `field_simp` clears the denominators and `ring` checks the remaining polynomial identity. The final line merges the two fractions and the two exponentials on each side, then applies both identities.

```lean
/-- Gaussian broadenings add in quadrature: broadening a Gaussian line of width `b` by a
Gaussian of width `a` gives the Gaussian line of width `√(a² + b²)`. -/
theorem broaden_lineShape {a b : ℝ} (ha : 0 < a) (hb : 0 < b) (x : ℝ) :
    broaden a (lineShape b) x = lineShape (√(a ^ 2 + b ^ 2)) x := by
  have hc : 0 < √(a ^ 2 + b ^ 2) := Real.sqrt_pos.mpr (by positivity)
  have hsq : √(a ^ 2 + b ^ 2) ^ 2 = a ^ 2 + b ^ 2 := Real.sq_sqrt (by positivity)
  generalize √(a ^ 2 + b ^ 2) = c at hc hsq ⊢
  have hk : 0 < a * b / c := by positivity
  have h : ∀ y, lineShape a (x - y) * lineShape b y =
      lineShape c x * lineShape (a * b / c) (y - b ^ 2 * x / c ^ 2) :=
    lineShape_mul ha hb hc hsq x
  unfold broaden
  simp_rw [h]
  -- the remaining integral is the area of a displaced line
  rw [integral_const_mul, integral_sub_right_eq_self (lineShape (a * b / c)),
    integral_lineShape hk, mul_one]
```

Now integrate over y. The factor G_c(x) does not depend on y and comes out of the integral. What remains is the area of a displaced line, and displacement does not change an area:

∫ G_a(x − y) G_b(y) dy = G_c(x) · 1, with c = √(a² + b²).

The proof follows the same order. `generalize` replaces the square root by a letter c, keeping only c > 0 and c² = a² + b². Then `simp_rw [h]` factorises the integrand, `integral_const_mul` takes out the constant, `integral_sub_right_eq_self` removes the displacement, and `integral_lineShape` gives the area 1.

```lean
/-- The composite line is the Gaussian line of width `c` exactly when `c = √(a² + b²)`. -/
theorem broaden_lineShape_eq_iff {a b : ℝ} (ha : 0 < a) (hb : 0 < b) (c : ℝ) :
    broaden a (lineShape b) = lineShape c ↔ c = √(a ^ 2 + b ^ 2) := by
  constructor
  · intro h
    -- compare the peak heights
    have h0 : ∀ s, lineShape s 0 = (s * √Real.pi)⁻¹ := by
      intro s
      simp [lineShape]
    have hp := congrFun h 0
    rw [broaden_lineShape ha hb, h0, h0] at hp
    have hpi : √Real.pi ≠ 0 := by positivity
    exact (mul_right_cancel₀ hpi (inv_injective hp)).symm
  · intro h
    funext x
    rw [h, broaden_lineShape ha hb]
```

The sign `↔` means "if and only if": among Gaussian lines, no other width fits. At x = 0 the line of width c has height 1/(c√π), so equal lines have equal heights, and equal heights force equal widths. In Lean, `congrFun h 0` evaluates the equality of two functions at the point 0, and `inv_injective` passes from equal inverses to equal numbers. For the converse, `funext` proves two functions equal by comparing them at each x.

```lean
/-- Broadening a Gaussian line centred at the level `e` keeps its centre and adds the widths
in quadrature. -/
theorem integral_lineShape_shifted {a b : ℝ} (ha : 0 < a) (hb : 0 < b) (x e : ℝ) :
    ∫ y, lineShape a (x - y) * lineShape b (y - e) =
      lineShape (√(a ^ 2 + b ^ 2)) (x - e) := by
  have h := integral_sub_right_eq_self (μ := volume)
    (fun y => lineShape a (x - e - y) * lineShape b y) e
  have h2 : ∀ y, x - e - (y - e) = x - y := by
    intro y
    ring
  simp only [h2] at h
  exact h.trans (broaden_lineShape ha hb (x - e))
```

A level at energy e gives a line centred there. Substituting y = u + e,

∫ G_a(x − y) G_b(y − e) dy = ∫ G_a(x − e − u) G_b(u) du = G_c(x − e),

so the centre stays at e. The proof applies the same translation and then the centred result at x − e.

```lean
/-- Broadening a smeared density of states of width `b` by a Gaussian of width `a` gives the
density of states of the same levels and weights smeared with width `√(a² + b²)`. -/
theorem broaden_smearedDOS {ι : Type*} [Fintype ι] (w e : ι → ℝ) {a b : ℝ}
    (ha : 0 < a) (hb : 0 < b) :
    broaden a (smearedDOS w e b) = smearedDOS w e (√(a ^ 2 + b ^ 2)) := by
  funext x
  -- each integrand is integrable, since its integral is not zero
  have hint : ∀ i, Integrable (fun y => lineShape a (x - y) * lineShape b (y - e i)) := by
    intro i
    by_contra h
    have h0 := integral_undef h
    rw [integral_lineShape_shifted ha hb] at h0
    exact (lineShape_pos (Real.sqrt_pos.mpr (by positivity)) (x - e i)).ne' h0
  have hpt : ∀ y, lineShape a (x - y) * smearedDOS w e b y =
      ∑ i, w i * (lineShape a (x - y) * lineShape b (y - e i)) := by
    intro y
    unfold smearedDOS
    rw [Finset.mul_sum]
    exact Finset.sum_congr rfl fun i _ => by ring
  unfold broaden
  simp_rw [hpt]
  rw [MeasureTheory.integral_finsetSum _ (fun i _ => (hint i).const_mul (w i))]
  unfold smearedDOS
  refine Finset.sum_congr rfl fun i _ => ?_
  rw [integral_const_mul, integral_lineShape_shifted ha hb]
```

For the full density of states, exchange the finite sum with the integral:

∫ G_a(x − y) D_b(y) dy = Σ_i w_i ∫ G_a(x − y) G_b(y − e_i) dy = Σ_i w_i G_c(x − e_i) = D_c(x).

The exchange needs each integrand to be integrable, which is the statement `hint`. Its proof uses a convention: Lean assigns the value 0 to the integral of a non-integrable function. The preceding theorem gives this integral a positive value, so the function must be integrable. After that, `hpt` distributes the product over the sum, `integral_finsetSum` exchanges sum and integral, and each term is evaluated by the shifted formula.

```lean
/-- After `n` successive Gaussian broadenings, a density of states of initial width `b` is
smeared with the width `√(b² + s₀² + … + sₙ₋₁²)`. -/
theorem successive_smearedDOS {ι : Type*} [Fintype ι] (w e : ι → ℝ) {b : ℝ} (hb : 0 < b)
    {s : ℕ → ℝ} (hs : ∀ i, 0 < s i) (n : ℕ) :
    successive s (smearedDOS w e b) n =
      smearedDOS w e (√(b ^ 2 + ∑ i ∈ Finset.range n, s i ^ 2)) := by
  induction n with
  | zero => simp [successive, Real.sqrt_sq hb.le]
  | succ n ih =>
    have hsum : 0 ≤ ∑ i ∈ Finset.range n, s i ^ 2 :=
      Finset.sum_nonneg fun i _ => sq_nonneg (s i)
    have hpos : 0 < b ^ 2 + ∑ i ∈ Finset.range n, s i ^ 2 := by positivity
    have hadd : s n ^ 2 + (b ^ 2 + ∑ i ∈ Finset.range n, s i ^ 2) =
        b ^ 2 + ∑ i ∈ Finset.range (n + 1), s i ^ 2 := by
      rw [Finset.sum_range_succ]
      ring
    change broaden (s n) (successive s (smearedDOS w e b) n) = _
    rw [ih, broaden_smearedDOS w e (hs n) (Real.sqrt_pos.mpr hpos),
      Real.sq_sqrt hpos.le, hadd]

end

end GaussianBroadening
```

```lean
#print axioms GaussianBroadening.broaden_lineShape
#print axioms GaussianBroadening.broaden_lineShape_eq_iff
#print axioms GaussianBroadening.successive_smearedDOS
```

```
'GaussianBroadening.broaden_lineShape' depends on axioms: [propext, Classical.choice, Quot.sound]
'GaussianBroadening.broaden_lineShape_eq_iff' depends on axioms: [propext, Classical.choice, Quot.sound]
'GaussianBroadening.successive_smearedDOS' depends on axioms: [propext, Classical.choice, Quot.sound]
```

After n broadenings the width is

√(b² + s_0² + … + s_{n−1}²).

The proof is by induction on n. For n = 0 the width is √(b²) = b, since b > 0. For the step, suppose that the first n broadenings have led to the squared width b² + Σ_{i<n} s_i². One more, of width s_n, adds s_n² to it by the previous theorem, and this is the sum with one further term. In the code, `ih` is the induction hypothesis and `hadd` is this last addition. The order of the broadenings has no effect on the final width.

The starting width b and all the widths s_i must be positive. The case b = 0 is left out because unsmeared levels are delta functions, which are not functions of the type `ℝ → ℝ` used here.

## Reaching a target width in post-processing

Suppose that a density of states was stored with Gaussian width b and is wanted at a larger width c. The extra broadening to apply is √(c² − b²), not c − b. If the levels and weights are still available, a code can skip the convolution and evaluate D_c directly. A convolution on an energy grid only approximates the integral: the error can be large if the spacing is much larger than the smaller of the two widths b and √(c² − b²), and weight is lost at the ends if the grid stops close to the outermost lines.

## The same square in Gaussian basis sets

Completing the square also gives the product rule for s-type Gaussian basis functions. For exponents α, β > 0 and centres A, B,

exp(−α|r − A|²) exp(−β|r − B|²) = exp(−αβ|A − B|²/(α + β)) exp(−(α + β)|r − P|²),

with P = (αA + βB)/(α + β). In one dimension, setting α = 1/a², β = 1/b², A = x and B = 0 recovers the factorisation above, apart from the normalisation. Integrated over r, the rule gives the overlap of two such functions in closed form.
